# In a quadratic model of an incomplete SCF, the force error is at most a constant times the square root of the energy error

An SCF calculation that stops early leaves an error in the energy and another in the forces. Take one electronic variable x, one external parameter t, such as a nuclear displacement, and the energy

f(x,t) = a x²/2 + b x t, with a > 0.

The minimum lies at x* = −bt/a. At a trial x, let e = x − x*. The energy is too high by ΔE = a e²/2, and the partial derivative ∂f/∂t = bx is wrong by be. Hence

(be)² = 2 (b²/a) ΔE.

The energy error is of second order in e and the force error of first order. With several variables, the equality becomes an upper bound.

## An energy quadratic in x and linear in t

Now x and t are real vectors of any finite lengths, indexed by `n` and `m`, and

f(x,t) = x·Ax/2 + x·Bt.

Physically, A is the electronic Hessian and B the mixed second derivative that couples electrons to parameters. The quadratic form stands for the energy of a real SCF calculation near its converged solution, a replacement that is not justified here. The results also assume that the calculation reports this energy at the trial x and takes the force as minus its partial derivative at fixed x.

In Lean 4 with Mathlib:

```lean
import Mathlib

open Matrix

namespace IncompleteSCFForce

noncomputable section

variable {n m : Type*} [Fintype n] [DecidableEq n] [Fintype m] [DecidableEq m]

/-- The energy `x·Ax/2 + x·Bt` of the variational variables `x` at external parameters `t`. -/
def energy (A : Matrix n n ℝ) (B : Matrix n m ℝ) (x : n → ℝ) (t : m → ℝ) : ℝ :=
  (x ⬝ᵥ (A *ᵥ x)) / 2 + x ⬝ᵥ (B *ᵥ t)
```

The name `scf` denotes the exact solution x* = −A⁻¹Bt, not an iteration.

```lean
/-- The converged solution `x* = -A⁻¹Bt`, for invertible `A`. -/
def scf (A : Matrix n n ℝ) (B : Matrix n m ℝ) (t : m → ℝ) : n → ℝ :=
  -(A⁻¹ *ᵥ (B *ᵥ t))
```

The force is minus the partial gradient Bᵀx, so `forceError`, a difference of gradients, has the opposite sign to the error in the force and the same norm.

```lean
/-- The partial gradient `Bᵀx` of the energy in the parameters; the partial force is minus this. -/
def partialGradient (B : Matrix n m ℝ) (x : n → ℝ) : m → ℝ := Bᵀ *ᵥ x

/-- The difference between the partial gradients at a trial `x` and at the converged solution, for
invertible `A`. -/
def forceError (A : Matrix n n ℝ) (B : Matrix n m ℝ) (x : n → ℝ) (t : m → ℝ) : m → ℝ :=
  partialGradient B x - partialGradient B (scf A B t)
```

The matrix S = BᵀA⁻¹B replaces b²/a. It measures how strongly electronic relaxation lowers the energy, since f(x*,t) = −t·St/2. Its norm is the Euclidean operator norm, and squared vector norms are written as dot products.

```lean
/-- The response matrix `BᵀA⁻¹B`, for invertible `A`. -/
def response (A : Matrix n n ℝ) (B : Matrix n m ℝ) : Matrix m m ℝ := Bᵀ * A⁻¹ * B

/-- The operator norm of a real square matrix acting on Euclidean space. -/
def opNorm (M : Matrix m m ℝ) : ℝ := ‖Matrix.toEuclideanCLM (n := m) (𝕜 := ℝ) M‖
```

The quadratic form makes ΔE exactly quadratic in e. A unique minimum alone would not give the square-root law: for f = x⁴ + xt at t = 0, the energy error is x⁴ and the force error x, so no constant C gives x² ≤ C x⁴ near zero.

## A positive definite Hessian

The hypothesis `A.PosDef` says that A is symmetric and that every nonzero electronic displacement costs energy: x* is a stable minimum. By hand, symmetry gives u·Aw = w·Au, and invertibility gives Ax* = −Bt.

```lean
omit [DecidableEq n] in
/-- A positive definite real matrix defines a symmetric bilinear form. -/
theorem form_symm {A : Matrix n n ℝ} (hA : A.PosDef) (x y : n → ℝ) :
    x ⬝ᵥ (A *ᵥ y) = y ⬝ᵥ (A *ᵥ x) := by
  have hT : Aᵀ = A :=
    (Matrix.conjTranspose_eq_transpose_of_trivial A).symm.trans hA.isHermitian
  rw [Matrix.dotProduct_mulVec, ← Matrix.mulVec_transpose, hT, dotProduct_comm]

omit [DecidableEq m] in
/-- For positive definite `A`, the converged solution satisfies `Ax* = -Bt`. -/
theorem scf_stationary {A : Matrix n n ℝ} (hA : A.PosDef) (B : Matrix n m ℝ) (t : m → ℝ) :
    A *ᵥ scf A B t = -(B *ᵥ t) := by
  have hdet := (Matrix.isUnit_iff_isUnit_det A).mp hA.isUnit
  rw [scf, Matrix.mulVec_neg, Matrix.mulVec_mulVec, Matrix.mul_nonsing_inv _ hdet,
    Matrix.one_mulVec]
```

Substituting Bt = −Ax* gives

ΔE = x·Ax/2 − x·Ax* + x*·Ax*/2 = e·Ae/2,

which `energy_error` proves by expanding both sides.

```lean
omit [DecidableEq m] in
/-- For positive definite `A`, the energy error is exactly quadratic in the error of `x`. -/
theorem energy_error {A : Matrix n n ℝ} (hA : A.PosDef) (B : Matrix n m ℝ)
    (x : n → ℝ) (t : m → ℝ) :
    energy A B x t - energy A B (scf A B t) t =
      ((x - scf A B t) ⬝ᵥ (A *ᵥ (x - scf A B t))) / 2 := by
  have hB : B *ᵥ t = -(A *ᵥ scf A B t) := by rw [scf_stationary hA, neg_neg]
  have hs := form_symm hA x (scf A B t)
  unfold energy
  rw [hB]
  simp only [Matrix.mulVec_sub, dotProduct_sub, sub_dotProduct, dotProduct_neg]
  linarith
```

At fixed x, no condition on A is needed to identify the partial gradient. For a direction s and a real number r,

f(x, t + rs) = f(x,t) + r x·Bs,

and the slope is x·Bs = (Bᵀx)·s.

```lean
omit [DecidableEq n] [DecidableEq m] in
/-- At fixed `x`, the derivative of the energy along a parameter direction `s` is the
partial gradient contracted with `s`. -/
theorem hasDerivAt_partial (A : Matrix n n ℝ) (B : Matrix n m ℝ) (x : n → ℝ) (t s : m → ℝ) :
    HasDerivAt (fun r : ℝ => energy A B x (t + r • s)) (partialGradient B x ⬝ᵥ s) 0 := by
  have hb : partialGradient B x ⬝ᵥ s = x ⬝ᵥ (B *ᵥ s) := by
    rw [partialGradient, Matrix.dotProduct_mulVec, ← Matrix.mulVec_transpose]
  have hf : (fun r : ℝ => energy A B x (t + r • s)) =
      fun r : ℝ => energy A B x t + r * (x ⬝ᵥ (B *ᵥ s)) := by
    funext r
    simp only [energy, Matrix.mulVec_add, Matrix.mulVec_smul, dotProduct_add,
      dotProduct_smul, smul_eq_mul]
    ring
  rw [hf, hb]
  exact (((hasDerivAt_id' (0 : ℝ)).mul_const _).const_add _).congr_deriv (one_mul _)
```

At convergence, x* also moves with t. Write x*(t) for its value at t. It is linear in t, and symmetry gives x*(s)·Bt = x*(t)·Bs, so the converged energy at t + rs is

x*(t)·Bt/2 + r x*(t)·Bs + r² x*(s)·Bs/2.

Its slope at r = 0 is again the partial one, which is the Hellmann-Feynman theorem for this model.

```lean
omit [DecidableEq m] in
/-- Hellmann-Feynman theorem: for positive definite `A`, the total derivative of the converged
energy along `s` is the partial gradient at the converged solution contracted with `s`. -/
theorem hellmann_feynman {A : Matrix n n ℝ} (hA : A.PosDef) (B : Matrix n m ℝ) (t s : m → ℝ) :
    HasDerivAt (fun r : ℝ => energy A B (scf A B (t + r • s)) (t + r • s))
      (partialGradient B (scf A B t) ⬝ᵥ s) 0 := by
  have hb : partialGradient B (scf A B t) ⬝ᵥ s = scf A B t ⬝ᵥ (B *ᵥ s) := by
    rw [partialGradient, Matrix.dotProduct_mulVec, ← Matrix.mulVec_transpose]
  -- reciprocity of the linear response
  have hsym : scf A B s ⬝ᵥ (B *ᵥ t) = scf A B t ⬝ᵥ (B *ᵥ s) := by
    have h := form_symm hA (scf A B s) (scf A B t)
    rw [scf_stationary hA B t, scf_stationary hA B s] at h
    simpa only [dotProduct_neg, neg_inj] using h
  have hf : (fun r : ℝ => energy A B (scf A B (t + r • s)) (t + r • s)) =
      fun r : ℝ => (scf A B t ⬝ᵥ (B *ᵥ t) / 2 + r * (scf A B t ⬝ᵥ (B *ᵥ s))) +
        r ^ 2 * (scf A B s ⬝ᵥ (B *ᵥ s) / 2) := by
    funext r
    have hlin : scf A B (t + r • s) = scf A B t + r • scf A B s := by
      simp only [scf, Matrix.mulVec_add, Matrix.mulVec_smul, neg_add, smul_neg]
    rw [energy, scf_stationary hA, hlin]
    simp only [Matrix.mulVec_add, Matrix.mulVec_smul, dotProduct_add, add_dotProduct,
      dotProduct_smul, smul_dotProduct, dotProduct_neg, smul_eq_mul]
    linear_combination (r / 2) * hsym
  rw [hf, hb]
  have h1 := ((hasDerivAt_id' (0 : ℝ)).mul_const (scf A B t ⬝ᵥ (B *ᵥ s))).const_add
    (scf A B t ⬝ᵥ (B *ᵥ t) / 2)
  have h2 := (hasDerivAt_pow 2 (0 : ℝ)).mul_const (scf A B s ⬝ᵥ (B *ᵥ s) / 2)
  exact (h1.fun_add h2).congr_deriv (by simp)
```

Away from convergence, positivity enters through the Cauchy-Schwarz inequality. For every real s, now a number,

0 ≤ (u + sw)·A(u + sw) = (w·Aw)s² + 2(u·Aw)s + u·Au.

Mathlib's `discrim_le_zero` turns nonnegativity for all s into a discriminant of at most zero:

4(u·Aw)² − 4(w·Aw)(u·Au) ≤ 0.

It also allows a zero leading coefficient, so w = 0 needs no separate case.

```lean
omit [DecidableEq n] in
/-- Cauchy-Schwarz inequality in the inner product of a positive definite matrix `A`. -/
theorem form_cauchy_schwarz {A : Matrix n n ℝ} (hA : A.PosDef) (u w : n → ℝ) :
    (u ⬝ᵥ (A *ᵥ w)) ^ 2 ≤ (u ⬝ᵥ (A *ᵥ u)) * (w ⬝ᵥ (A *ᵥ w)) := by
  have h : ∀ s : ℝ, 0 ≤ (w ⬝ᵥ (A *ᵥ w)) * (s * s) + (2 * (u ⬝ᵥ (A *ᵥ w))) * s +
      u ⬝ᵥ (A *ᵥ u) := by
    intro s
    have h0 := hA.posSemidef.dotProduct_mulVec_nonneg (u + s • w)
    simp only [star_trivial, Matrix.mulVec_add, Matrix.mulVec_smul, dotProduct_add,
      add_dotProduct, dotProduct_smul, smul_dotProduct, smul_eq_mul] at h0
    rw [form_symm hA w u] at h0
    nlinarith [h0]
  -- a nonnegative quadratic has nonpositive discriminant
  have hd := discrim_le_zero h
  unfold discrim at hd
  nlinarith [hd]
```

The operator norm then bounds v·Mv by ‖M‖(v·v), through the inner-product inequality in Euclidean space.

```lean
/-- The quadratic form of a real matrix is at most its operator norm times `v·v`. -/
theorem form_le_opNorm (M : Matrix m m ℝ) (v : m → ℝ) :
    v ⬝ᵥ (M *ᵥ v) ≤ opNorm M * (v ⬝ᵥ v) := by
  have hn : ‖WithLp.toLp 2 v‖ ^ 2 = v ⬝ᵥ v := by
    rw [← real_inner_self_eq_norm_sq, EuclideanSpace.inner_toLp_toLp, star_trivial]
  have hi : inner ℝ (WithLp.toLp 2 v)
      (Matrix.toEuclideanCLM (n := m) (𝕜 := ℝ) M (WithLp.toLp 2 v)) = v ⬝ᵥ (M *ᵥ v) := by
    rw [Matrix.toEuclideanCLM_toLp, EuclideanSpace.inner_toLp_toLp, star_trivial,
      dotProduct_comm]
  have h1 := real_inner_le_norm (WithLp.toLp 2 v)
    (Matrix.toEuclideanCLM (n := m) (𝕜 := ℝ) M (WithLp.toLp 2 v))
  have h2 := mul_le_mul_of_nonneg_left
    ((Matrix.toEuclideanCLM (n := m) (𝕜 := ℝ) M).le_opNorm (WithLp.toLp 2 v))
    (norm_nonneg (WithLp.toLp 2 v))
  rw [hi] at h1
  rw [← hn, opNorm]
  linarith
```

For the bound itself, set g = Bᵀe and w = A⁻¹Bg. Then

e·Aw = e·Bg = g·g,
w·Aw = w·Bg = g·Sg ≤ ‖S‖(g·g),
(g·g)² ≤ (e·Ae) ‖S‖ (g·g).

If g = 0, the bound holds because its right side is nonnegative. Otherwise one factor g·g cancels, and e·Ae = 2ΔE gives

g·g ≤ 2‖S‖ΔE.

In the proof, `h1` and `h2` are the first two identities, `hcs` is Cauchy-Schwarz, and `rcases` separates the two cases.

```lean
/-- For positive definite `A`, the squared norm of the partial-force error at any trial `x` is
at most twice the norm of `BᵀA⁻¹B` times the energy error. -/
theorem force_error_sq_le {A : Matrix n n ℝ} (hA : A.PosDef) (B : Matrix n m ℝ)
    (x : n → ℝ) (t : m → ℝ) :
    forceError A B x t ⬝ᵥ forceError A B x t ≤
      2 * opNorm (response A B) * (energy A B x t - energy A B (scf A B t) t) := by
  have hdet := (Matrix.isUnit_iff_isUnit_det A).mp hA.isUnit
  rw [energy_error hA]
  obtain ⟨e, he⟩ : ∃ e, e = x - scf A B t := ⟨_, rfl⟩
  obtain ⟨g, hg⟩ : ∃ g, g = forceError A B x t := ⟨_, rfl⟩
  have hge : Bᵀ *ᵥ e = g := by
    rw [hg, he, forceError, partialGradient, partialGradient, Matrix.mulVec_sub]
  rw [← he, ← hg]
  -- the displacement that responds to the force error
  obtain ⟨w, hw⟩ : ∃ w, w = A⁻¹ *ᵥ (B *ᵥ g) := ⟨_, rfl⟩
  have hAw : A *ᵥ w = B *ᵥ g := by
    rw [hw, Matrix.mulVec_mulVec, Matrix.mul_nonsing_inv _ hdet, Matrix.one_mulVec]
  have hS : response A B *ᵥ g = Bᵀ *ᵥ w := by
    simp only [hw, response, Matrix.mulVec_mulVec, Matrix.mul_assoc]
  have h1 : e ⬝ᵥ (A *ᵥ w) = g ⬝ᵥ g := by
    rw [hAw, Matrix.dotProduct_mulVec, ← Matrix.mulVec_transpose, hge]
  have h2 : w ⬝ᵥ (A *ᵥ w) = g ⬝ᵥ (response A B *ᵥ g) := by
    rw [hAw, hS, Matrix.dotProduct_mulVec, ← Matrix.mulVec_transpose, dotProduct_comm]
  have hcs := form_cauchy_schwarz hA e w
  rw [h1, h2] at hcs
  have hE : 0 ≤ e ⬝ᵥ (A *ᵥ e) := by
    simpa only [star_trivial] using hA.posSemidef.dotProduct_mulVec_nonneg e
  have hc : 0 ≤ opNorm (response A B) := norm_nonneg _
  have hG : 0 ≤ g ⬝ᵥ g := Finset.sum_nonneg fun i _ => mul_self_nonneg (g i)
  have h3 := mul_le_mul_of_nonneg_left (form_le_opNorm (response A B) g) hE
  have hprod := mul_nonneg hc hE
  -- cancel one power of the squared force error
  rcases hG.eq_or_lt with h0 | hpos
  · rw [← h0]
    linarith
  · have h4 : g ⬝ᵥ g ≤ opNorm (response A B) * (e ⬝ᵥ (A *ᵥ e)) := by
      refine le_of_mul_le_mul_right ?_ hpos
      linarith
    linarith
```

A symmetric invertible A is not enough. Take A = diag(1, −1), B = (1, 0)ᵀ and t = 0, so that x* = 0 is a saddle point and ‖S‖ = 1. At x = (1, 1) the energy error is 0 and the force error is 1.

## An energy within ε of the minimum

The hypothesis `hε` bounds the distance in energy from the converged solution, not the change between two SCF cycles. Inserting ΔE ≤ ε and taking roots gives a force error of at most √(2‖S‖ε); the proof does the same with `Real.sqrt_le_sqrt`. Without a limit on ΔE, the force error be of the opening example is unbounded when b ≠ 0.

For electronic structure, within this quadratic model, reducing the energy tolerance a hundredfold tightens the guaranteed force error only tenfold.

```lean
/-- For positive definite `A`, an energy error of at most `ε` bounds the norm of the
partial-force error by the square root of `2‖BᵀA⁻¹B‖ε`. -/
theorem force_error_le_sqrt {A : Matrix n n ℝ} (hA : A.PosDef) (B : Matrix n m ℝ)
    (x : n → ℝ) (t : m → ℝ) {ε : ℝ}
    (hε : energy A B x t - energy A B (scf A B t) t ≤ ε) :
    √(forceError A B x t ⬝ᵥ forceError A B x t) ≤ √(2 * opNorm (response A B) * ε) := by
  have hc : 0 ≤ 2 * opNorm (response A B) := mul_nonneg zero_le_two (norm_nonneg _)
  exact Real.sqrt_le_sqrt
    ((force_error_sq_le hA B x t).trans (mul_le_mul_of_nonneg_left hε hc))
```

## A displacement that attains the bound

The hypothesis `hv` says Sv = ‖S‖v: a nonzero v is then a parameter direction with the largest relaxation response. For e = A⁻¹Bv, the force error is Sv = ‖S‖v and the energy error is v·Sv/2 = ‖S‖(v·v)/2. Both sides of the bound equal ‖S‖²(v·v). In the proof, `hF` gives the force error and `ring` compares the two sides.

For a general v equality can fail: with A = diag(1/2, 1), B the identity and v = (0, 1), the squared force error is 1 and the bound is 2.

```lean
/-- For positive definite `A`, the bound is an equality at `x* + A⁻¹Bv` when `BᵀA⁻¹B` maps `v`
to its operator norm times `v`. -/
theorem force_error_sharp {A : Matrix n n ℝ} (hA : A.PosDef) (B : Matrix n m ℝ)
    (t v : m → ℝ) (hv : response A B *ᵥ v = opNorm (response A B) • v) :
    forceError A B (scf A B t + A⁻¹ *ᵥ (B *ᵥ v)) t ⬝ᵥ
        forceError A B (scf A B t + A⁻¹ *ᵥ (B *ᵥ v)) t =
      2 * opNorm (response A B) *
        (energy A B (scf A B t + A⁻¹ *ᵥ (B *ᵥ v)) t - energy A B (scf A B t) t) := by
  have hdet := (Matrix.isUnit_iff_isUnit_det A).mp hA.isUnit
  rw [energy_error hA, add_sub_cancel_left]
  obtain ⟨e, he⟩ : ∃ e, e = A⁻¹ *ᵥ (B *ᵥ v) := ⟨_, rfl⟩
  have hAe : A *ᵥ e = B *ᵥ v := by
    rw [he, Matrix.mulVec_mulVec, Matrix.mul_nonsing_inv _ hdet, Matrix.one_mulVec]
  have hBe : Bᵀ *ᵥ e = opNorm (response A B) • v := by
    rw [← hv]
    simp only [he, response, Matrix.mulVec_mulVec, Matrix.mul_assoc]
  have hF : forceError A B (scf A B t + e) t = opNorm (response A B) • v := by
    rw [forceError, partialGradient, partialGradient, Matrix.mulVec_add,
      add_sub_cancel_left, hBe]
  rw [← he, hF, hAe, Matrix.dotProduct_mulVec, ← Matrix.mulVec_transpose, hBe]
  simp only [smul_dotProduct, dotProduct_smul, smul_eq_mul]
  ring

end

end IncompleteSCFForce
```

```lean
#print axioms IncompleteSCFForce.hasDerivAt_partial
#print axioms IncompleteSCFForce.hellmann_feynman
#print axioms IncompleteSCFForce.force_error_le_sqrt
#print axioms IncompleteSCFForce.force_error_sharp
```

```
'IncompleteSCFForce.hasDerivAt_partial' depends on axioms: [propext, Classical.choice, Quot.sound]
'IncompleteSCFForce.hellmann_feynman' depends on axioms: [propext, Classical.choice, Quot.sound]
'IncompleteSCFForce.force_error_le_sqrt' depends on axioms: [propext, Classical.choice, Quot.sound]
'IncompleteSCFForce.force_error_sharp' depends on axioms: [propext, Classical.choice, Quot.sound]
```
